# Multiplying s-type Gaussian exponents by Z² carries a hydrogen basis to one-electron ions with the same relative 1s energy error

Put the electron of a hydrogen atom in the field of a nucleus of charge Z > 1, as in He⁺ or Li²⁺, and its 1s orbital contracts from exp(-r) to exp(-Zr). A set of Gaussians chosen for hydrogen is then too diffuse. How should its exponents change, and how accurate is the changed set for the ion?

Multiplying every exponent by Z² contracts each Gaussian by the same factor Z as the orbital. The energy of any nonzero combination in the ion is then Z² times that of the original combination in hydrogen, and coefficients that are optimal for hydrogen stay optimal, with the same relative error. The setting is one non-relativistic electron around a fixed point nucleus, in atomic units, with a finite basis of s-type Gaussians centred on the nucleus. The charge Z may be any positive real number.

## The trial function and its energy

The primitives are labelled by a finite index set `ι`.

```lean
import Mathlib

open MeasureTheory Set

namespace GaussianExponentScaling

noncomputable section

variable {ι : Type*} [Fintype ι]
```

With real exponents a_i and real coefficients c_i, the trial function is

f(r) = Σ_i c_i exp(-a_i r²).

The primitives are unnormalised. Normalising them would bring in the factors (2a_i/π)^(3/4), which all grow by the same Z^(3/2) when a_i becomes Z² a_i. Coefficients quoted for normalised primitives can therefore also be kept, and a normalised orbital f(r) becomes the normalised orbital Z^(3/2) f(Zr).

```lean
/-- The radial function `∑ c_i exp(-a_i r²)` built from s-type primitive Gaussians. -/
def gaussians (a c : ι → ℝ) (r : ℝ) : ℝ := ∑ i, c i * Real.exp (-a i * r ^ 2)
```

The kinetic energy integral uses the squared slope. Here and below, the common angular factor 4π is left out, since it cancels in the energy:

T[f] = ½ ∫₀^∞ r² f′(r)² dr.

```lean
/-- Kinetic energy integral of a radial function, without the angular factor `4π`. -/
def kinetic (f : ℝ → ℝ) : ℝ := (1 / 2) * ∫ r in Ioi (0 : ℝ), r ^ 2 * (deriv f r) ^ 2
```

In the attraction integral, the factor 1/r turns the volume weight r² into r:

A[f] = ∫₀^∞ r f(r)² dr.

```lean
/-- Integral of `1/r` over the density of a radial function, without the factor `4π`. -/
def attraction (f : ℝ → ℝ) : ℝ := ∫ r in Ioi (0 : ℝ), r * f r ^ 2
```

The squared norm is

N[f] = ∫₀^∞ r² f(r)² dr.

```lean
/-- Squared norm of a radial function, without the factor `4π`. -/
def normSq (f : ℝ → ℝ) : ℝ := ∫ r in Ioi (0 : ℝ), r ^ 2 * f r ^ 2
```

The energy quotient for nuclear charge Z is

E_Z[f] = (T[f] - Z A[f]) / N[f].

```lean
/-- One-electron energy quotient for nuclear charge `Z` in atomic units, for functions of nonzero
norm whose kinetic, attraction and norm integrals converge. -/
def energy (Z : ℝ) (f : ℝ → ℝ) : ℝ := (kinetic f - Z * attraction f) / normSq f
```

This is a physical expectation value only if the three integrals converge and N[f] > 0. Lean assigns the value 0 to a divergent integral and to a division by zero, so these conditions are recorded separately as `Admissible`.

```lean
/-- A radial function is admissible if its kinetic, attraction and norm integrals converge
and its norm is positive. -/
structure Admissible (f : ℝ → ℝ) : Prop where
  kinetic_int : IntegrableOn (fun r => r ^ 2 * (deriv f r) ^ 2) (Ioi 0)
  attraction_int : IntegrableOn (fun r => r * f r ^ 2) (Ioi 0)
  norm_int : IntegrableOn (fun r => r ^ 2 * f r ^ 2) (Ioi 0)
  norm_pos : 0 < normSq f
```

Write f_c for the trial function with coefficients c. The coefficients c are optimal when f_c is admissible and no admissible f_d in the same basis has a lower energy:

E_Z[f_c] ≤ E_Z[f_d].

The exponents are held fixed in this comparison; only the linear coefficients vary.

```lean
/-- The coefficients `c` give the lowest energy quotient for charge `Z` among all admissible
functions in the basis with exponents `a`. -/
def IsOptimal (Z : ℝ) (a c : ι → ℝ) : Prop :=
  Admissible (gaussians a c) ∧ ∀ d : ι → ℝ, Admissible (gaussians a d) →
    energy Z (gaussians a c) ≤ energy Z (gaussians a d)
```

## The reference energy

The error is measured against the hydrogen-like 1s energy,

E_exact(Z) = -Z²/2.

```lean
/-- The hydrogen-like 1s energy `-Z²/2` in atomic units. -/
def exactEnergy (Z : ℝ) : ℝ := -Z ^ 2 / 2
```

The relative error of an energy E is

(E - E_exact(Z)) / |E_exact(Z)|.

```lean
/-- Error of an energy `E` relative to the size of the hydrogen-like 1s energy, for `Z ≠ 0`. -/
def relativeError (Z E : ℝ) : ℝ := (E - exactEnergy Z) / |exactEnergy Z|
```

To tie the reference to the Schrödinger equation, take u(r) = exp(-Zr), so that u′ = -Zu and u″ = Z²u. The radial equation multiplied by r then reads

-½(r u″ + 2u′) - Zu = -½Z² r u + Zu - Zu = -(Z²/2) r u.

The proof computes the two derivatives as `d1` and `d2`, and `ring` does the cancellation. This identifies -Z²/2 as the energy of the 1s function; that no state lies lower is standard theory, which the code does not establish.

```lean
/-- The function `exp(-Zr)` solves the radial s-wave Schrödinger equation, multiplied by `r`,
with energy `-Z²/2`. -/
theorem exactEnergy_schrodinger (Z r : ℝ) :
    -(1 / 2) * (r * deriv (deriv fun x => Real.exp (-Z * x)) r
      + 2 * deriv (fun x => Real.exp (-Z * x)) r) - Z * Real.exp (-Z * r)
      = exactEnergy Z * (r * Real.exp (-Z * r)) := by
  have d : ∀ x, HasDerivAt (fun y => Real.exp (-Z * y)) (-Z * Real.exp (-Z * x)) x := by
    intro x
    have h : HasDerivAt (fun y : ℝ => -Z * y) (-Z) x := by
      simpa using (hasDerivAt_id x).const_mul (-Z)
    exact h.exp.congr_deriv (by ring)
  have d1 : (deriv fun x => Real.exp (-Z * x)) = fun x => -Z * Real.exp (-Z * x) :=
    funext fun x => (d x).deriv
  have d2 : deriv (fun x => -Z * Real.exp (-Z * x)) r = -Z * (-Z * Real.exp (-Z * r)) :=
    ((d r).const_mul (-Z)).deriv
  rw [d1, d2, exactEnergy]
  ring
```

## Exponent scaling as a dilation

Differentiating each Gaussian brings down -2a_i r, hence

f′(r) = r Σ_i (-2 a_i c_i) exp(-a_i r²).

The slope is r times another combination of the same Gaussians, a form that serves again when the kinetic integral has to converge. The proof differentiates term by term and sums.

```lean
/-- The slope of a Gaussian contraction is `r` times a contraction with coefficients
`-2 a_i c_i`. -/
theorem hasDerivAt_gaussians (a c : ι → ℝ) (r : ℝ) :
    HasDerivAt (gaussians a c) (r * gaussians a (fun i => -2 * a i * c i) r) r := by
  have h : ∀ i ∈ Finset.univ, HasDerivAt (fun x => c i * Real.exp (-a i * x ^ 2))
      (c i * (Real.exp (-a i * r ^ 2) * (-a i * (2 * r)))) r := by
    intro i _
    have h1 : HasDerivAt (fun x : ℝ => x ^ 2) (2 * r) r := by simpa using hasDerivAt_pow 2 r
    exact ((h1.const_mul (-a i)).exp).const_mul (c i)
  have hs : HasDerivAt (gaussians a c) _ r := HasDerivAt.fun_sum h
  refine hs.congr_deriv ?_
  simp only [gaussians, Finset.mul_sum]
  exact Finset.sum_congr rfl fun i _ => by ring
```

Write f_Z for the function with exponents Z² a_i and unchanged coefficients. Since Z² a_i r² = a_i (Zr)²,

f_Z(r) = f(Zr).

```lean
/-- Multiplying every exponent by `Z²` replaces `r` by `Zr`. -/
theorem gaussians_scale (Z : ℝ) (a c : ι → ℝ) (r : ℝ) :
    gaussians (fun i => Z ^ 2 * a i) c r = gaussians a c (Z * r) := by
  simp only [gaussians]
  refine Finset.sum_congr rfl fun i _ => ?_
  rw [show -(Z ^ 2 * a i) * r ^ 2 = -a i * (Z * r) ^ 2 by ring]
```

For a radial function g and Z > 0, the substitution s = Zr gives

∫₀^∞ rⁿ g(Zr) dr = Z^(-(n+1)) ∫₀^∞ sⁿ g(s) ds.

One factor Z⁻¹ comes from dr, which is Mathlib's `integral_comp_mul_left_Ioi`, and n more come from rⁿ, which `h2` extracts.

```lean
/-- Under a dilation by `Z > 0` the `n`-th radial moment is divided by `Z^(n+1)`. -/
theorem moment_dilate {Z : ℝ} (hZ : 0 < Z) (n : ℕ) (g : ℝ → ℝ) :
    (∫ r in Ioi (0 : ℝ), r ^ n * g (Z * r))
      = (Z ^ (n + 1))⁻¹ * ∫ r in Ioi (0 : ℝ), r ^ n * g r := by
  have h := integral_comp_mul_left_Ioi (fun r => r ^ n * g r) 0 hZ
  simp only [mul_zero, smul_eq_mul] at h
  have h2 : (∫ r in Ioi (0 : ℝ), (Z * r) ^ n * g (Z * r))
      = Z ^ n * ∫ r in Ioi (0 : ℝ), r ^ n * g (Z * r) := by
    rw [← integral_const_mul]
    congr 1
    funext x
    ring
  rw [h2] at h
  rw [pow_succ, mul_inv, mul_assoc, ← h, ← mul_assoc,
    inv_mul_cancel₀ (pow_ne_zero n hZ.ne'), one_mul]
```

For the kinetic integral, the chain rule gives f_Z′(r) = Z f′(Zr), so the squared slope contributes Z² and the second moment Z⁻³. The other two integrals need only the moments n = 1 and n = 2:

T[f_Z] = Z⁻¹ T[f],
A[f_Z] = Z⁻² A[f],
N[f_Z] = Z⁻³ N[f].

In the code, `hd` is the chain rule and `e` takes the factor Z² out of the integral.

```lean
/-- For `Z > 0`, scaling the exponents by `Z²` divides the kinetic, attraction and norm
integrals by `Z`, `Z²` and `Z³`. -/
theorem integrals_scale {Z : ℝ} (hZ : 0 < Z) (a c : ι → ℝ) :
    kinetic (gaussians (fun i => Z ^ 2 * a i) c) = Z⁻¹ * kinetic (gaussians a c) ∧
    attraction (gaussians (fun i => Z ^ 2 * a i) c)
      = (Z ^ 2)⁻¹ * attraction (gaussians a c) ∧
    normSq (gaussians (fun i => Z ^ 2 * a i) c) = (Z ^ 3)⁻¹ * normSq (gaussians a c) := by
  refine ⟨?_, ?_, ?_⟩
  · -- the chain rule supplies an extra factor Z² in the squared slope
    have hd : ∀ r, deriv (gaussians (fun i => Z ^ 2 * a i) c) r
        = Z * deriv (gaussians a c) (Z * r) := by
      intro r
      rw [(hasDerivAt_gaussians _ c r).deriv, (hasDerivAt_gaussians a c (Z * r)).deriv,
        ← gaussians_scale Z a _ r]
      simp only [gaussians, Finset.mul_sum]
      exact Finset.sum_congr rfl fun i _ => by ring
    have h : (∫ r in Ioi (0 : ℝ), r ^ 2 * (Z * deriv (gaussians a c) (Z * r)) ^ 2)
        = (Z ^ 3)⁻¹ * ∫ r in Ioi (0 : ℝ), r ^ 2 * (Z * deriv (gaussians a c) r) ^ 2 :=
      moment_dilate hZ 2 (fun x => (Z * deriv (gaussians a c) x) ^ 2)
    have e : (∫ r in Ioi (0 : ℝ), r ^ 2 * (Z * deriv (gaussians a c) r) ^ 2)
        = Z ^ 2 * ∫ r in Ioi (0 : ℝ), r ^ 2 * (deriv (gaussians a c) r) ^ 2 := by
      rw [← integral_const_mul]
      congr 1
      funext x
      ring
    simp only [kinetic, hd]
    rw [h, e]
    field_simp
  · have h : (∫ r in Ioi (0 : ℝ), r ^ 1 * gaussians a c (Z * r) ^ 2)
        = (Z ^ 2)⁻¹ * ∫ r in Ioi (0 : ℝ), r ^ 1 * gaussians a c r ^ 2 :=
      moment_dilate hZ 1 (fun x => gaussians a c x ^ 2)
    simp only [attraction, gaussians_scale]
    simpa only [pow_one] using h
  · simp only [normSq, gaussians_scale]
    exact moment_dilate hZ 2 (fun x => gaussians a c x ^ 2)
```

## Convergence and positive norm

Squaring the trial function gives products of Gaussians, each again a Gaussian:

rⁿ f(r)² = Σ_i Σ_j c_i c_j rⁿ exp(-(a_i + a_j) r²).

With all a_i > 0, every term has a convergent integral, and so does the finite sum.

```lean
/-- For positive exponents every radial moment of the squared contraction converges. -/
theorem integrable_moment {a : ι → ℝ} (ha : ∀ i, 0 < a i) (c : ι → ℝ) (n : ℕ) :
    IntegrableOn (fun r => r ^ n * gaussians a c r ^ 2) (Ioi 0) := by
  -- the product of two Gaussians is a Gaussian with the summed exponent
  have h : ∀ r, r ^ n * gaussians a c r ^ 2
      = ∑ i, ∑ j, c i * c j * (r ^ n * Real.exp (-(a i + a j) * r ^ 2)) := by
    intro r
    rw [gaussians, sq, Finset.sum_mul_sum, Finset.mul_sum]
    refine Finset.sum_congr rfl fun i _ => ?_
    rw [Finset.mul_sum]
    refine Finset.sum_congr rfl fun j _ => ?_
    rw [show -(a i + a j) * r ^ 2 = -a i * r ^ 2 + -a j * r ^ 2 by ring, Real.exp_add]
    ring
  simp only [h]
  refine MeasureTheory.integrable_finsetSum _ fun i _ => MeasureTheory.integrable_finsetSum _ fun j _ => ?_
  have hn : (-1 : ℝ) < (n : ℝ) := by
    have := Nat.cast_nonneg (α := ℝ) n
    linarith
  have hg := integrableOn_rpow_mul_exp_neg_mul_sq (add_pos (ha i) (ha j)) hn
  simp only [Real.rpow_natCast] at hg
  exact Integrable.const_mul hg _
```

Such a function is admissible exactly when it is nonzero somewhere on r > 0. If it vanishes there, then N[f] = 0. If f(r) ≠ 0 at some r > 0, continuity keeps r² f(r)² positive on a small interval, so N[f] > 0. The kinetic integrand is r⁴ times the square of the combination found for the slope, and therefore converges as a fourth moment.

The condition concerns the function and not the coefficients: if two primitives share an exponent, nonzero coefficients can cancel.

```lean
/-- For positive exponents a contraction is admissible exactly when it is nonzero at some
`r > 0`. -/
theorem admissible_iff {a : ι → ℝ} (ha : ∀ i, 0 < a i) (c : ι → ℝ) :
    Admissible (gaussians a c) ↔ ∃ r > 0, gaussians a c r ≠ 0 := by
  constructor
  · intro h
    by_contra hne
    have h0 : ∀ r > 0, gaussians a c r = 0 :=
      fun r hr => by_contra fun h' => hne ⟨r, hr, h'⟩
    have hz : normSq (gaussians a c) = 0 :=
      setIntegral_eq_zero_of_forall_eq_zero fun r hr => by simp [h0 r hr]
    exact h.norm_pos.ne' hz
  · rintro ⟨r, hr, hne⟩
    refine ⟨?_, ?_, integrable_moment ha c 2, ?_⟩
    · have e : (fun r => r ^ 2 * (deriv (gaussians a c) r) ^ 2)
          = fun r => r ^ 4 * gaussians a (fun i => -2 * a i * c i) r ^ 2 := by
        funext x
        rw [(hasDerivAt_gaussians a c x).deriv]
        ring
      rw [e]
      exact integrable_moment ha _ 4
    · simpa only [pow_one] using integrable_moment ha c 1
    · -- a continuous density that is nonzero at a point has positive integral
      have hc : Continuous (gaussians a c) :=
        continuous_iff_continuousAt.2 fun x => (hasDerivAt_gaussians a c x).continuousAt
      have hf : Continuous (fun x => x ^ 2 * gaussians a c x ^ 2) :=
        (continuous_pow 2).mul (hc.pow 2)
      have h0 : 0 ≤ᵐ[volume.restrict (Ioi (0 : ℝ))] fun x => x ^ 2 * gaussians a c x ^ 2 :=
        Filter.Eventually.of_forall fun x => mul_nonneg (sq_nonneg _) (sq_nonneg _)
      refine (setIntegral_pos_iff_support_of_nonneg_ae h0 (integrable_moment ha c 2)).2 ?_
      exact (hf.isOpen_support.inter isOpen_Ioi).measure_pos volume
        ⟨r, mul_ne_zero (pow_ne_zero 2 (ne_of_gt hr)) (pow_ne_zero 2 hne), hr⟩
```

Dilation moves a point where the function is nonzero without removing it:

f_Z(r) ≠ 0 exactly when f(Zr) ≠ 0.

Admissibility therefore passes both ways between the original and the scaled basis.

```lean
/-- For `Z > 0` and positive exponents, scaling the exponents by `Z²` preserves
admissibility in both directions. -/
theorem admissible_scale {Z : ℝ} (hZ : 0 < Z) {a : ι → ℝ} (ha : ∀ i, 0 < a i) (c : ι → ℝ) :
    Admissible (gaussians (fun i => Z ^ 2 * a i) c) ↔ Admissible (gaussians a c) := by
  rw [admissible_iff (a := fun i => Z ^ 2 * a i) (fun i => mul_pos (pow_pos hZ 2) (ha i)) c,
    admissible_iff ha c]
  constructor
  · rintro ⟨r, hr, h⟩
    exact ⟨Z * r, mul_pos hZ hr, by rwa [gaussians_scale] at h⟩
  · rintro ⟨r, hr, h⟩
    have e : Z * (r / Z) = r := by field_simp
    exact ⟨r / Z, div_pos hr hZ, by rwa [gaussians_scale, e]⟩
```

## The factor Z² in the energy

Inserting the three scaled integrals gives

E_Z[f_Z] = (Z⁻¹ T[f] - Z · Z⁻² A[f]) / (Z⁻³ N[f]) = Z² (T[f] - A[f]) / N[f] = Z² E_1[f].

The extra nuclear charge brings the attraction to the same power of Z as the kinetic energy. The theorem `energy_scale` assumes Z > 0, positive exponents and a function nonzero at some r > 0. It concludes that both functions are admissible and that their energies obey this relation. The coefficients need not be optimal. In the proof, `field_simp` carries out the division, using N[f] ≠ 0.

```lean
/-- For `Z > 0`, positive exponents and a contraction nonzero at some `r > 0`, scaling the
exponents by `Z²` and the nuclear charge from `1` to `Z` multiplies the energy quotient by
`Z²`; both functions are admissible. -/
theorem energy_scale {Z : ℝ} (hZ : 0 < Z) {a : ι → ℝ} (ha : ∀ i, 0 < a i) {c : ι → ℝ}
    (hc : ∃ r > 0, gaussians a c r ≠ 0) :
    Admissible (gaussians a c) ∧ Admissible (gaussians (fun i => Z ^ 2 * a i) c) ∧
    energy Z (gaussians (fun i => Z ^ 2 * a i) c) = Z ^ 2 * energy 1 (gaussians a c) := by
  have h := (admissible_iff ha c).2 hc
  refine ⟨h, (admissible_scale hZ ha c).2 h, ?_⟩
  obtain ⟨k, v, n⟩ := integrals_scale hZ a c
  have hn := h.norm_pos.ne'
  simp only [energy, k, v, n, one_mul]
  field_simp
```

## Optimal coefficients and the relative error

Suppose c is optimal for hydrogen. Any admissible competitor d in the scaled basis is also admissible in the original one, so

E_Z[f_Z,c] = Z² E_1[f_c] ≤ Z² E_1[f_d] = E_Z[f_Z,d].

Thus c is optimal for the ion. The relative errors agree because the reference energy carries the same factor:

(Z² E_1[f_c] + Z²/2) / (Z²/2) = (E_1[f_c] + ½) / ½.

In `relative_basis_error`, the optimality of c for hydrogen is the hypothesis `hopt`; the theorem transfers an optimum and does not construct one. The auxiliary statement `hE` applies the energy relation to every competitor, `habs` evaluates the absolute value in the denominator, and cross-multiplication finishes the comparison.

For electronic-structure work, this means that an s-type basis assessed once for hydrogen has a known relative 1s error for every one-electron atomic ion in the non-relativistic model, provided its exponents are scaled by Z². With more electrons the rule fails in this form, because their mutual repulsion grows only by Z under the same dilation.

```lean
/-- For `Z > 0` and positive exponents, coefficients optimal for hydrogen are optimal for the
one-electron ion of nuclear charge `Z` in the basis with exponents `Z² a_i`, and the relative energy
error is the same. -/
theorem relative_basis_error {Z : ℝ} (hZ : 0 < Z) {a : ι → ℝ} (ha : ∀ i, 0 < a i)
    {c : ι → ℝ} (hopt : IsOptimal 1 a c) :
    IsOptimal Z (fun i => Z ^ 2 * a i) c ∧
    relativeError Z (energy Z (gaussians (fun i => Z ^ 2 * a i) c))
      = relativeError 1 (energy 1 (gaussians a c)) := by
  obtain ⟨h, hmin⟩ := hopt
  have hE : ∀ d, Admissible (gaussians a d) →
      energy Z (gaussians (fun i => Z ^ 2 * a i) d) = Z ^ 2 * energy 1 (gaussians a d) :=
    fun d hd => (energy_scale hZ ha ((admissible_iff ha d).1 hd)).2.2
  refine ⟨⟨(admissible_scale hZ ha c).2 h, fun d hd => ?_⟩, ?_⟩
  · -- every competitor in the scaled basis comes from one in the original basis
    have hd' := (admissible_scale hZ ha d).1 hd
    rw [hE c h, hE d hd']
    exact mul_le_mul_of_nonneg_left (hmin d hd') (sq_nonneg Z)
  · have habs : ∀ x : ℝ, |-x ^ 2 / 2| = x ^ 2 / 2 := fun x => by
      rw [neg_div, abs_neg, abs_of_nonneg (by positivity)]
    rw [hE c h]
    simp only [relativeError, exactEnergy, habs]
    rw [div_eq_div_iff (by positivity) (by norm_num)]
    ring

end

end GaussianExponentScaling
```

```lean
#print axioms GaussianExponentScaling.exactEnergy_schrodinger
-- 'GaussianExponentScaling.exactEnergy_schrodinger' depends on axioms: [propext, Classical.choice, Quot.sound]
#print axioms GaussianExponentScaling.relative_basis_error
-- 'GaussianExponentScaling.relative_basis_error' depends on axioms: [propext, Classical.choice, Quot.sound]
```
